# At fixed temperature, the excited states of an ideal Bose gas with density of states \(\propto E^{s-1}\) hold a bounded population when \(s>1\)

Cool an ideal Bose gas at fixed particle number and fixed volume and, at each temperature, solve for the fugacity \(z\) at which the excited states hold all the particles. For a uniform gas in three dimensions this procedure fails at low temperature. A root search that doesn't know of an upper bound on the excited population can run into \(z>1\), where the Bose formula gives negative occupations at low energy. The bound tells us when to stop searching and assign the remaining particles to the ground state. It holds here for non-interacting particles with a continuous density of states proportional to \(E^{s-1}\) with \(s>1\), where \(E\) is the energy above the ground state.

```lean
import Mathlib

open MeasureTheory Set

namespace BoseGasSaturation

noncomputable section
```

## The population as an energy integral

Let \(E>0\) be the energy above the ground state, \(T>0\) the temperature with \(k_B=1\), and \(0<z\le 1\) the fugacity \(z=e^{\mu/T}\), with the chemical potential \(\mu\) measured from the ground-state energy. With a density of states proportional to \(E^{s-1}\), the weighted Bose occupation is
\[
w(E)=\frac{E^{s-1}}{e^{E/T}/z-1}.
\]
For free particles with quadratic dispersion in \(d\) dimensions, \(s=d/2\). The code takes \(s\) as any real number, and each theorem states the range it needs.

```lean
/-- The Bose occupation at energy `E`, temperature `T` and fugacity `z`, weighted by a
density of states `E ^ (s - 1)`, in units where Boltzmann's constant is one. -/
def boseWeight (s T z E : ℝ) : ℝ := E ^ (s - 1) / (Real.exp (E / T) / z - 1)
```

The excited population, up to the prefactor of the density of states, is \(I(T,z)=\int_0^\infty w(E)\,dE\). The domain `Ioi 0` is the open half-line of positive energies. The ground state is not counted, because a single point of energy has no weight in such an integral, whether or not the domain contains it.

```lean
/-- The population of the excited states, up to the prefactor of the density of states. -/
def excited (s T z : ℝ) : ℝ := ∫ E in Ioi (0 : ℝ), boseWeight s T z E
```

Lean's integral of a non-integrable function is zero, so the theorems that give the value of \(I(T,z)\) state integrability as well. The population could also have been modelled by an integral with values in \([0,\infty]\). A divergent population would then have the value \(\infty\), and sum and integral could be exchanged for non-negative terms without a convergence condition, but subtraction of such values is cut off at zero, whereas the condensate bound below uses ordinary real subtraction.

The series that will give the value of the integral is the Bose function
\[
g_s(z)=\sum_{k\ge 0}\frac{z^{k+1}}{(k+1)^s},
\]
indexed from zero as in Lean.

```lean
/-- The Bose function: the sum of `z ^ k / k ^ s` over `k ≥ 1`. -/
def boseFunction (s z : ℝ) : ℝ := ∑' k : ℕ, z ^ (k + 1) / ((k : ℝ) + 1) ^ s
```

## Expansion in Boltzmann factors

Put \(x=ze^{-E/T}\). Since \(E>0\) and \(z\le1\), we have \(0<x<1\), and the geometric series gives
\[
\frac{1}{e^{E/T}/z-1}=\frac{x}{1-x}=\sum_{k\ge0}x^{k+1}.
\]
Multiplying by \(E^{s-1}\) turns the \(k\)-th term into
\[
b_k(E)=z^{k+1}E^{s-1}e^{-(k+1)E/T},
\]
a classical Boltzmann weight at temperature \(T/(k+1)\).

```lean
/-- One term of the fugacity expansion: a Boltzmann factor at temperature `T / (k + 1)`,
weighted by the density of states. -/
def boltzmannTerm (s T z : ℝ) (k : ℕ) (E : ℝ) : ℝ :=
  z ^ (k + 1) * (E ^ (s - 1) * Real.exp (-(((k : ℝ) + 1) / T * E)))
```

The lemma below says that these terms sum to \(w(E)\) at each positive energy. In its proof, `hterm` rewrites each term as a power of \(x\), and `hw` rewrites the Bose weight with \(1/(1-x)\).

```lean
/-- For `T > 0` and fugacity `0 < z ≤ 1`, the Bose weight at every positive energy is the sum of its
Boltzmann terms. -/
theorem hasSum_boltzmannTerm {s T z E : ℝ} (hT : 0 < T) (hz : 0 < z) (hz1 : z ≤ 1)
    (hE : 0 < E) : HasSum (fun k => boltzmannTerm s T z k E) (boseWeight s T z E) := by
  have he := Real.exp_pos (-(E / T))
  have he1 : Real.exp (-(E / T)) < 1 :=
    Real.exp_lt_one_iff.2 (neg_lt_zero.mpr (div_pos hE hT))
  have hx := mul_pos hz he
  have hx1 : z * Real.exp (-(E / T)) < 1 := by nlinarith
  have h := (hasSum_geometric_of_lt_one hx.le hx1).mul_left
    (E ^ (s - 1) * (z * Real.exp (-(E / T))))
  have hterm : ∀ k : ℕ, boltzmannTerm s T z k E
      = E ^ (s - 1) * (z * Real.exp (-(E / T))) * (z * Real.exp (-(E / T))) ^ k := by
    intro k
    have hk : Real.exp (-(((k : ℝ) + 1) / T * E)) = Real.exp (-(E / T)) ^ (k + 1) := by
      rw [← Real.exp_nat_mul]
      congr 1
      push_cast
      ring
    rw [boltzmannTerm, hk]
    ring
  have hw : boseWeight s T z E
      = E ^ (s - 1) * (z * Real.exp (-(E / T))) * (1 - z * Real.exp (-(E / T)))⁻¹ := by
    have hy : Real.exp (E / T) = (Real.exp (-(E / T)))⁻¹ := by rw [Real.exp_neg, inv_inv]
    have hd : Real.exp (E / T) / z - 1
        = (1 - z * Real.exp (-(E / T))) / (z * Real.exp (-(E / T))) := by
      rw [hy, sub_div, div_self hx.ne']
      ring
    rw [boseWeight, hd, div_div_eq_mul_div, div_eq_mul_inv]
  simp_rw [hterm]
  rw [hw]
  exact h
```

## Integrating term by term

For \(s>0\), the substitution \(u=(k+1)E/T\) gives
\[
\int_0^\infty b_k(E)\,dE
=z^{k+1}\left(\frac{T}{k+1}\right)^s\int_0^\infty u^{s-1}e^{-u}\,du
=\Gamma(s)\,T^s\,\frac{z^{k+1}}{(k+1)^s}.
\]
Mathlib supplies the Gamma integral, and the rest is algebra.

```lean
/-- For `s > 0` and `T > 0`, the energy integral of one Boltzmann term is a Gamma function times `T
^ s` times one term of the Bose function. -/
theorem integral_boltzmannTerm {s T : ℝ} (z : ℝ) (hs : 0 < s) (hT : 0 < T) (k : ℕ) :
    ∫ E in Ioi (0 : ℝ), boltzmannTerm s T z k E
      = Real.Gamma s * T ^ s * (z ^ (k + 1) / ((k : ℝ) + 1) ^ s) := by
  unfold boltzmannTerm
  rw [integral_const_mul, Real.integral_rpow_mul_exp_neg_mul_Ioi hs (by positivity),
    one_div_div, Real.div_rpow hT.le (by positivity)]
  ring
```

The terms are non-negative, so the integrals of their absolute values are these same numbers. If their sum converges, sum and integral may be exchanged:
\[
I(T,z)=\sum_{k\ge0}\int_0^\infty b_k(E)\,dE=\Gamma(s)\,T^s g_s(z).
\]
The next theorem takes convergence of the series as the hypothesis `hsum`, which is proved later for the two cases of interest. The facts `hF` and `hnorm` prepare the exchange, and `H` performs it. Every term of the series is positive, so the resulting integral is positive. Being non-zero, it can only belong to an integrable function.

```lean
/-- For `s > 0`, `T > 0` and fugacity `0 < z ≤ 1`, if the Bose series converges, then the Bose
weight is integrable and the excited population is positive and given by that series. -/
theorem excited_of_summable {s T z : ℝ} (hs : 0 < s) (hT : 0 < T) (hz : 0 < z) (hz1 : z ≤ 1)
    (hsum : Summable fun k : ℕ => z ^ (k + 1) / ((k : ℝ) + 1) ^ s) :
    IntegrableOn (boseWeight s T z) (Ioi 0) ∧ 0 < excited s T z ∧
      excited s T z = Real.Gamma s * T ^ s * boseFunction s z := by
  have hG := Real.Gamma_pos_of_pos hs
  -- each term is integrable, since its integral is not zero
  have hF : ∀ k, Integrable (boltzmannTerm s T z k) (volume.restrict (Ioi 0)) := by
    intro k
    by_contra hn
    have h0 := integral_undef hn
    rw [integral_boltzmannTerm z hs hT k] at h0
    have hp : 0 < Real.Gamma s * T ^ s * (z ^ (k + 1) / ((k : ℝ) + 1) ^ s) := by positivity
    exact hp.ne' h0
  have hnorm : ∀ k, ∫ E in Ioi (0 : ℝ), ‖boltzmannTerm s T z k E‖
      = Real.Gamma s * T ^ s * (z ^ (k + 1) / ((k : ℝ) + 1) ^ s) := by
    intro k
    rw [← integral_boltzmannTerm z hs hT k]
    refine setIntegral_congr_fun measurableSet_Ioi fun E hE => ?_
    have hE' : 0 < E := hE
    exact Real.norm_of_nonneg (by unfold boltzmannTerm; positivity)
  -- exchange of the sum and the energy integral
  have H := hasSum_integral_of_summable_integral_norm hF
    (by simp_rw [hnorm]; exact hsum.mul_left _)
  have hI : ∫ E in Ioi (0 : ℝ), ∑' k, boltzmannTerm s T z k E = excited s T z :=
    setIntegral_congr_fun measurableSet_Ioi
      fun E hE => (hasSum_boltzmannTerm hT hz hz1 hE).tsum_eq
  have hval : excited s T z = Real.Gamma s * T ^ s * boseFunction s z := by
    rw [← hI, ← H.tsum_eq]
    simp_rw [integral_boltzmannTerm z hs hT]
    rw [tsum_mul_left, boseFunction]
  have hB : 0 < boseFunction s z :=
    hsum.tsum_pos (fun k => by positivity) 0 (by positivity)
  have hpos : 0 < excited s T z := by rw [hval]; positivity
  refine ⟨?_, hpos, hval⟩
  by_contra hn
  exact hpos.ne' (integral_undef hn)
```

## Saturation for \(s>1\)

For \(z\le1\),
\[
0\le\frac{z^{k+1}}{(k+1)^s}\le\frac{1}{(k+1)^s},
\]
and the series on the right converges when \(s>1\).

```lean
/-- For `s > 1` the Bose series converges at every fugacity up to and including one. -/
theorem summable_bose {s z : ℝ} (hs : 1 < s) (hz : 0 < z) (hz1 : z ≤ 1) :
    Summable fun k : ℕ => z ^ (k + 1) / ((k : ℝ) + 1) ^ s := by
  have h := (summable_nat_add_iff 1).2 (Real.summable_one_div_nat_rpow.2 hs)
  refine Summable.of_nonneg_of_le (fun k => by positivity) (fun k => ?_) h
  push_cast
  exact div_le_div_of_nonneg_right (pow_le_one₀ hz.le hz1) (by positivity)
```

The same comparison, summed over \(k\), gives \(g_s(z)\le g_s(1)\). Multiplying by the positive factor \(\Gamma(s)T^s\) yields
\[
I(T,z)=\Gamma(s)\,T^s g_s(z)\le\Gamma(s)\,T^s g_s(1)=I(T,1).
\]
At a given temperature, no allowed fugacity puts more particles into the excited states than \(z=1\) does, and this ceiling falls as \(T^s\) on cooling. The theorem states integrability, the value and the bound together.

```lean
/-- Saturation of the excited states: for `s > 1` and fugacity `0 < z ≤ 1` the Bose weight is
integrable, its integral is `Γ(s) T ^ s` times the Bose function, and this is at most its
value at `z = 1`. -/
theorem excited_saturation {s T z : ℝ} (hs : 1 < s) (hT : 0 < T) (hz : 0 < z) (hz1 : z ≤ 1) :
    IntegrableOn (boseWeight s T z) (Ioi 0) ∧
      excited s T z = Real.Gamma s * T ^ s * boseFunction s z ∧
      excited s T z ≤ excited s T 1 := by
  have hs0 : 0 < s := by linarith
  have hsz := summable_bose hs hz hz1
  have hs1 := summable_bose hs one_pos le_rfl
  obtain ⟨hi, -, hv⟩ := excited_of_summable hs0 hT hz hz1 hsz
  obtain ⟨-, -, hv1⟩ := excited_of_summable hs0 hT one_pos le_rfl hs1
  refine ⟨hi, hv, ?_⟩
  have hle : boseFunction s z ≤ boseFunction s 1 := by
    refine Summable.tsum_le_tsum (fun k => ?_) hsz hs1
    rw [one_pow]
    exact div_le_div_of_nonneg_right (pow_le_one₀ hz.le hz1) (by positivity)
  have hG := Real.Gamma_pos_of_pos hs0
  rw [hv, hv1]
  exact mul_le_mul_of_nonneg_left hle (by positivity)
```

## Fugacity below one

If \(z<1\), the formula needs only \(s>0\). Since \((k+1)^s\ge1\), each term is at most \(z^{k+1}\), and the geometric series converges. This covers the uniform two-dimensional gas, \(s=1\), at any fugacity strictly below one.

```lean
/-- For fugacity strictly below one the integral formula holds for every `s > 0`. -/
theorem excited_of_fugacity_lt_one {s T z : ℝ} (hs : 0 < s) (hT : 0 < T) (hz : 0 < z)
    (hz1 : z < 1) : IntegrableOn (boseWeight s T z) (Ioi 0) ∧
      excited s T z = Real.Gamma s * T ^ s * boseFunction s z := by
  have hsum : Summable fun k : ℕ => z ^ (k + 1) / ((k : ℝ) + 1) ^ s := by
    refine Summable.of_nonneg_of_le (fun k => by positivity) (fun k => ?_)
      ((summable_nat_add_iff 1).2 (summable_geometric_of_lt_one hz.le hz1))
    have hk : (1 : ℝ) ≤ (k : ℝ) + 1 := by linarith [Nat.cast_nonneg (α := ℝ) k]
    exact div_le_self (by positivity) (Real.one_le_rpow hk hs.le)
  obtain ⟨hi, -, hv⟩ := excited_of_summable hs hT hz hz1.le hsum
  exact ⟨hi, hv⟩
```

## Divergence at fugacity one for \(s\le1\)

At \(z=1\) the behaviour near zero energy decides the matter. For \(0<E<T\), the inequality \(e^x-1\le2x\) on \([0,1]\), with \(x=E/T\), gives
\[
w(E)=\frac{E^{s-1}}{e^{E/T}-1}\ge\frac{T}{2}\,E^{s-2}.
\]
If \(w\) is integrable, then so is \(E^{s-2}\) on \((0,T)\), which requires \(s-2>-1\), that is, \(s>1\). The converse is the saturation theorem. In the code, `h2` is the comparison and `h4` extracts the condition on the exponent.

```lean
/-- At fugacity one the Bose weight is integrable over positive energies exactly
when `s > 1`. -/
theorem integrableOn_fugacity_one_iff {s T : ℝ} (hT : 0 < T) :
    IntegrableOn (boseWeight s T 1) (Ioi 0) ↔ 1 < s := by
  refine ⟨fun h => ?_, fun hs => (excited_saturation hs hT one_pos le_rfl).1⟩
  have h1 : IntegrableOn (boseWeight s T 1) (Ioo 0 T) := h.mono_set Ioo_subset_Ioi_self
  -- near zero energy the weight dominates a multiple of `E ^ (s - 2)`
  have h2 : IntegrableOn (fun E : ℝ => E ^ (s - 2)) (Ioo 0 T) := by
    refine Integrable.mono' (Integrable.const_mul h1 (2 / T))
      (by fun_prop : Measurable fun E : ℝ => E ^ (s - 2)).aestronglyMeasurable ?_
    filter_upwards [ae_restrict_mem measurableSet_Ioo] with E hE
    have hE0 : 0 < E := hE.1
    have hx : 0 < E / T := div_pos hE0 hT
    have hx1 : E / T ≤ 1 := (div_le_one hT).2 hE.2.le
    have hb : Real.exp (E / T) - 1 ≤ 2 * (E / T) := by
      have h3 := Real.abs_exp_sub_one_le (x := E / T) (by rwa [abs_of_pos hx])
      rw [abs_of_pos hx] at h3
      exact (le_abs_self _).trans h3
    have hp : 0 < Real.exp (E / T) - 1 := by linarith [Real.add_one_le_exp (E / T)]
    have hpow : E ^ (s - 1) = E ^ (s - 2) * E := by
      rw [← Real.rpow_add_one hE0.ne']
      congr 1
      ring
    rw [Real.norm_of_nonneg (by positivity)]
    show E ^ (s - 2) ≤ 2 / T * (E ^ (s - 1) / (Real.exp (E / T) / 1 - 1))
    rw [div_one, hpow, ← mul_div_assoc, le_div_iff₀ hp]
    calc E ^ (s - 2) * (Real.exp (E / T) - 1) ≤ E ^ (s - 2) * (2 * (E / T)) :=
          mul_le_mul_of_nonneg_left hb (by positivity)
      _ = 2 / T * (E ^ (s - 2) * E) := by ring
  have h4 := (intervalIntegral.integrableOn_Ioo_rpow_iff hT).1 h2
  linarith
```

The uniform two-dimensional gas therefore has no finite excited population at \(z=1\) in this model.

## A lower bound on the condensate fraction

Let \(C>0\) be the prefactor of the density of states, held fixed during cooling, and let \(T_c>0\) be the temperature at which \(N\) particles just fill the excited states at \(z=1\):
\[
N=C\,I(T_c,1).
\]
This is the hypothesis `hN`, and it defines \(T_c\). For \(s>1\), the \(T^s\) scaling and the saturation bound give
\[
C\,I(T,z)\le C\,I(T,1)=\left(\frac{T}{T_c}\right)^sN,
\]
and hence
\[
\frac{N-C\,I(T,z)}{N}\ge1-\left(\frac{T}{T_c}\right)^s.
\]
In the proof, `hscale` is the scaling relation and `hle` is the saturation bound multiplied by \(C\).

```lean
/-- For `s > 1`, if `N` particles just saturate the excited states at `Tc`, then at temperature `T`
and any fugacity `0 < z ≤ 1` the fraction outside the excited states is at least `1 - (T / Tc) ^ s`.
-/
theorem condensate_fraction_bound {s T Tc z C N : ℝ} (hs : 1 < s) (hT : 0 < T) (hTc : 0 < Tc)
    (hz : 0 < z) (hz1 : z ≤ 1) (hC : 0 < C) (hN : N = C * excited s Tc 1) :
    1 - (T / Tc) ^ s ≤ (N - C * excited s T z) / N := by
  obtain ⟨-, hpos, hvc⟩ := excited_of_summable (by linarith) hTc one_pos le_rfl
    (summable_bose hs one_pos le_rfl)
  have hN0 : 0 < N := by rw [hN]; exact mul_pos hC hpos
  -- the saturated population scales as `T ^ s`
  have hscale : excited s T 1 = (T / Tc) ^ s * excited s Tc 1 := by
    have hne : Tc ^ s ≠ 0 := (Real.rpow_pos_of_pos hTc s).ne'
    rw [(excited_saturation hs hT one_pos le_rfl).2.1, hvc, Real.div_rpow hT.le hTc.le]
    field_simp
  have hle := mul_le_mul_of_nonneg_left (excited_saturation hs hT hz hz1).2.2 hC.le
  rw [hscale] at hle
  rw [le_div_iff₀ hN0, hN]
  linarith

end

end BoseGasSaturation
```

Below \(T_c\) the lower bound \(1-(T/T_c)^s\) is positive, so some particles are left over at every allowed fugacity; above \(T_c\) this bound is negative and gives no information about a condensate. Placing the leftover particles in the single lowest state is the physical reading of this inequality, since the model contains no discrete levels from which it could be derived.

```lean
#print axioms BoseGasSaturation.excited_of_fugacity_lt_one
-- 'BoseGasSaturation.excited_of_fugacity_lt_one' depends on axioms: [propext, Classical.choice, Quot.sound]
#print axioms BoseGasSaturation.integrableOn_fugacity_one_iff
-- 'BoseGasSaturation.integrableOn_fugacity_one_iff' depends on axioms: [propext, Classical.choice, Quot.sound]
#print axioms BoseGasSaturation.condensate_fraction_bound
-- 'BoseGasSaturation.condensate_fraction_bound' depends on axioms: [propext, Classical.choice, Quot.sound]
```
